# A recursion for the character-weighted moments of a clock model with phase-shifted bonds

On a finite set of sites, each carrying a `q`-state clock spin with `q ≥ 1` and angle φ = 2πa/q for a in ℤ/q, let B(s) be the sum over all ordered pairs (x, y) of J(x,y) cos(φ_x − φ_y − θ(x,y)), with arbitrary real J and θ. The n-th moment for a character ψ of the group of configurations is the sum of ψ(s) B(s)ⁿ over all configurations s, not divided by their number. `momentSum_succ` says that the (n+1)-th moment is a sum over ordered pairs of J(x,y)/2 times the sum of two terms. One is e^(−iθ(x,y)) times the n-th moment for ψ multiplied by e^(i(φ_x − φ_y)), and the other is e^(iθ(x,y)) times the n-th moment for ψ multiplied by e^(i(φ_y − φ_x)). The attempt expands one factor of B into its bond sum, moves the sum over configurations inside, and compares terms after writing the cosine as two phases.

In Lean, a first try:

```lean
import Mathlib

namespace MomentSumSucc

noncomputable section

variable {V : Type*} [Fintype V] [DecidableEq V] {q : ℕ} [NeZero q]

/-- The angle `2π a / q` of a clock spin `a`, for `q ≥ 1`. -/
def angle {q : ℕ} (a : ZMod q) : ℝ := 2 * Real.pi * a.val / q

/-- The exponent of the Boltzmann weight: the sum over ordered pairs of sites of
`J x y * cos (φ x - φ y - θ x y)`. -/
def bondSum {V : Type*} [Fintype V] {q : ℕ} (J θ : V → V → ℝ) (s : V → ZMod q) : ℝ :=
  ∑ x, ∑ y, J x y * Real.cos (angle (s x) - angle (s y) - θ x y)

/-- The relative phase of the spins at `x` and `y`, as a character of the group of
spin configurations. -/
def bondChar (x y : V) : AddChar (V → ZMod q) ℂ where
  toFun s := ZMod.stdAddChar (s x - s y)
  map_zero_eq_one' := by simp
  map_add_eq_mul' s t := by
    rw [← AddChar.map_add_eq_mul]
    congr 1
    simp only [Pi.add_apply]
    ring

/-- The sum over configurations of the `n`-th power of the exponent, weighted by a
character `ψ`. -/
def momentSum (J θ : V → V → ℝ) (ψ : AddChar (V → ZMod q) ℂ) (n : ℕ) : ℂ :=
  ∑ s, ψ s * (bondSum J θ s : ℂ) ^ n

/-- The standard character of a spin difference is the phase factor of the angle difference. -/
theorem phase_sub (a b : ZMod q) :
    ZMod.stdAddChar (a - b) = Complex.exp (((angle a - angle b : ℝ) : ℂ) * Complex.I) := by
  have h : ∀ c : ZMod q, ZMod.stdAddChar c = Complex.exp ((angle c : ℂ) * Complex.I) := by
    intro c
    rw [ZMod.stdAddChar_apply, ZMod.toCircle_apply]
    congr 1
    unfold angle
    push_cast
    ring
  rw [AddChar.map_sub_eq_div, h, h, ← Complex.exp_sub]
  congr 1
  push_cast
  ring

/-- A shifted bond cosine is half the sum of two opposite relative phases, and the shift
enters only through unit phase factors. -/
theorem cos_bond (a b : ZMod q) (t : ℝ) :
    ((Real.cos (angle a - angle b - t) : ℝ) : ℂ) =
      (Complex.exp (((-t : ℝ) : ℂ) * Complex.I) * ZMod.stdAddChar (a - b) +
        Complex.exp ((t : ℂ) * Complex.I) * ZMod.stdAddChar (b - a)) / 2 := by
  rw [phase_sub, phase_sub, ← Complex.exp_add, ← Complex.exp_add, Complex.ofReal_cos,
    Complex.cos]
  congr 1
  congr 1 <;> (congr 1; push_cast; ring)

/-- One more power of the exponent multiplies the character by the relative phase of a bond,
in both directions, and sums over the bonds. -/
theorem momentSum_succ (J θ : V → V → ℝ) (ψ : AddChar (V → ZMod q) ℂ) (n : ℕ) :
    momentSum J θ ψ (n + 1) = ∑ x, ∑ y, ((J x y / 2 : ℝ) : ℂ) *
      (Complex.exp (((-θ x y : ℝ) : ℂ) * Complex.I) * momentSum J θ (ψ * bondChar x y) n +
        Complex.exp ((θ x y : ℂ) * Complex.I) * momentSum J θ (ψ * bondChar y x) n) := by
  have key : ∀ (s : V → ZMod q) (c : ℂ), c * (bondSum J θ s : ℂ) = ∑ x, ∑ y,
      c * ((J x y : ℂ) * ((Real.cos (angle (s x) - angle (s y) - θ x y) : ℝ) : ℂ)) := by
    intro s c
    simp only [bondSum, Complex.ofReal_sum, Complex.ofReal_mul, Finset.mul_sum]
  have hb : ∀ (s : V → ZMod q) (x y : V),
      bondChar x y s = ZMod.stdAddChar (s x - s y) := fun _ _ _ => rfl
  unfold momentSum
  simp only [pow_succ, ← mul_assoc, key]
  -- bring the sum over configurations inside the sum over bonds
  rw [Finset.sum_comm]
  refine Finset.sum_congr rfl fun x _ => ?_
  rw [Finset.sum_comm]
  refine Finset.sum_congr rfl fun y _ => ?_
  rw [Finset.mul_sum, Finset.mul_sum, ← Finset.sum_add_distrib, Finset.mul_sum]
  refine Finset.sum_congr rfl fun s _ => ?_
  rw [cos_bond, AddChar.mul_apply, AddChar.mul_apply, hb, hb]
  push_cast
  ring

end

end MomentSumSucc
```

Compiling this gives:

```
Main.lean:75:9: error: typeclass instance problem is stuck
  AddCommMonoid ?m.191

Note: Lean will not try to resolve this typeclass instance problem because the type argument to `AddCommMonoid` is a metavariable. This argument must be fully determined before Lean will try to resolve the typeclass.

Hint: Adding type annotations and supplying implicit arguments to functions can give Lean more information for typeclass resolution. For example, if you have a variable `x` that you intend to be a `Nat`, but Lean reports it as having an unresolved type like `?m`, replacing `x` with `(x : Nat)` can get typeclass resolution un-stuck.
```

The change, after which it compiles:

```diff
@@ -69,16 +69,26 @@
   have hb : ∀ (s : V → ZMod q) (x y : V),
       bondChar x y s = ZMod.stdAddChar (s x - s y) := fun _ _ _ => rfl
-  unfold momentSum
-  simp only [pow_succ, ← mul_assoc, key]
+  let T : (V → ZMod q) → V → V → ℂ := fun s x y => ((J x y / 2 : ℝ) : ℂ) *
+    (Complex.exp (((-θ x y : ℝ) : ℂ) * Complex.I) *
+        (ψ s * bondChar x y s * (bondSum J θ s : ℂ) ^ n) +
+      Complex.exp ((θ x y : ℂ) * Complex.I) *
+        (ψ s * bondChar y x s * (bondSum J θ s : ℂ) ^ n))
+  have hT : ∀ s, ψ s * (bondSum J θ s : ℂ) ^ (n + 1) = ∑ x, ∑ y, T s x y := by
+    intro s
+    rw [pow_succ, ← mul_assoc, key]
+    refine Finset.sum_congr rfl fun x _ => Finset.sum_congr rfl fun y _ => ?_
+    simp only [T]
+    rw [cos_bond, hb, hb]
+    push_cast
+    ring
   -- bring the sum over configurations inside the sum over bonds
-  rw [Finset.sum_comm]
-  refine Finset.sum_congr rfl fun x _ => ?_
-  rw [Finset.sum_comm]
-  refine Finset.sum_congr rfl fun y _ => ?_
-  rw [Finset.mul_sum, Finset.mul_sum, ← Finset.sum_add_distrib, Finset.mul_sum]
-  refine Finset.sum_congr rfl fun s _ => ?_
-  rw [cos_bond, AddChar.mul_apply, AddChar.mul_apply, hb, hb]
-  push_cast
-  ring
+  calc momentSum J θ ψ (n + 1) = ∑ s, ∑ x, ∑ y, T s x y :=
+        Finset.sum_congr rfl fun s _ => hT s
+    _ = ∑ x, ∑ s, ∑ y, T s x y := Finset.sum_comm
+    _ = ∑ x, ∑ y, ∑ s, T s x y := Finset.sum_congr rfl fun x _ => Finset.sum_comm
+    _ = _ := by
+        refine Finset.sum_congr rfl fun x _ => Finset.sum_congr rfl fun y _ => ?_
+        simp only [T, momentSum, AddChar.mul_apply]
+        rw [← Finset.mul_sum, Finset.sum_add_distrib, ← Finset.mul_sum, ← Finset.mul_sum]
 
 end
```

The message says that Lean could not determine the type in which the sums of `Finset.sum_congr` take their values. That type should come from the goal, but the lemma does not match the goal, because the two sides sum over different index types.

`simp only` works on inner terms first. Once `pow_succ` has produced `B^n * B`, `key` expands that product before `← mul_assoc` can bring `ψ s` into it. The left side is then a sum over `s` of `ψ s` times a double sum over sites, and nothing in the simp set moves `ψ s` inside. `rw [Finset.sum_comm]` cannot swap the sum over `s` with a site sum, because the factor `ψ s` stands between them. Nor can it swap the two site sums on the left, because they depend on the bound variable `s`. It therefore swaps the two site sums on the right. The left side still runs over configurations and the right over sites, so `Finset.sum_congr` does not fit, and its remaining arguments, `rfl` and a function ending in `?_`, do not determine the value type.

In the repair, `hT` fixes `s` and rewrites in order, so `key` takes the whole of `ψ s * B^n` as its factor. `T` names the resulting summand, and the `calc` states each interchange of sums, so `Finset.sum_comm` acts where intended. The last step takes the constant factors back out of the sum over configurations to recover the moments.
